# Norm-screened matrix products: an entry error of at most nt, and a bound on the number of terms kept

In density-matrix purification, each iteration multiplies matrices that approximate the density matrix, typically by forming $P^2$ from the current approximation $P$. With localised basis functions in an insulator, many of the products $P_{ik}P_{kj}$ are tiny. A program can store the norms of the entries, compare $\|P_{ik}\|\,\|P_{kj}\|$ with a threshold $t$, and skip the multiplication when the comparison fails. Two questions about this step are answered here: how wrong is the resulting matrix, and how many multiplications are left?

For $n\times n$ matrices and $t>0$, each entry of the product changes by at most $nt$. The number of surviving multiplications is at most the product of the two total squared norms divided by $t^2$. If the squared norms in each row have sums bounded independently of $n$, the count grows at most linearly in $n$ at fixed $t$. A Hermitian idempotent density matrix satisfies that condition.

## The screened product

```lean
import Mathlib

open Matrix

namespace SpAMM

noncomputable section

variable {n R : Type*} [Fintype n] [NormedRing R]
```

The last line fixes the setting for everything below. `n` is a finite set of indices, and its size, which the prose also calls $n$, is written `Fintype.card n`. `R` is the ring from which the matrix entries are taken. `NormedRing R` says that entries can be added and multiplied, and that they have a norm with $\|x+y\|\le\|x\|+\|y\|$ and $\|xy\|\le\|x\|\,\|y\|$. Multiplication need not commute. An entry may therefore be a real or complex number, or a square block with a submultiplicative norm. In the block case all blocks have the same size, and $n$ counts blocks per row, not basis functions.

```lean
/-- The screened matrix product: the term `A i k * B k j` is included only if the product of
the norms of its two factors is at least the threshold `t`. -/
def spamm (t : ℝ) (A B : Matrix n n R) : Matrix n n R :=
  Matrix.of fun i j => ∑ k, if t ≤ ‖A i k‖ * ‖B k j‖ then A i k * B k j else 0
```

This defines a matrix by its entries. Writing $S$ for `spamm t A B`,
$$S_{ij}=\sum_k s_{ikj},\qquad s_{ikj}=\begin{cases}A_{ik}B_{kj} & \text{if } t\le\|A_{ik}\|\,\|B_{kj}\|,\\ 0 & \text{otherwise.}\end{cases}$$
A product exactly at the threshold is kept. The test uses the norms of the factors, which are known before anything is multiplied.

The name SpAMM belongs to a recursive algorithm, which applies such a test to blocks at every level of a quadtree and so discards whole regions at once. The definition here has a single level.

```lean
/-- The index triples `(i, k, j)` whose products survive the screening at threshold `t`. -/
def kept (t : ℝ) (A B : Matrix n n R) : Finset (n × n × n) :=
  Finset.univ.filter fun p => t ≤ ‖A p.1 p.2.1‖ * ‖B p.2.1 p.2.2‖
```

The set `kept t A B` collects the triples $(i,k,j)$ that pass the test. Lean stores a triple `p` as nested pairs, so `p.1` is $i$, `p.2.1` is $k$ and `p.2.2` is $j$. The number of elements, `(kept t A B).card`, is the number of entry multiplications carried out. It does not include the work of finding the surviving triples, which would itself take $n^3$ comparisons if every triple were tested separately. Each comparison multiplies two norms, so for single numbers such a triple-by-triple test would save nothing.

## How far one entry can move

```lean
/-- For a nonnegative threshold `t`, screening changes each entry of the product of two
`n × n` matrices by at most `n t`. -/
theorem entry_error_le {t : ℝ} (ht : 0 ≤ t) (A B : Matrix n n R) (i j : n) :
    ‖(A * B) i j - spamm t A B i j‖ ≤ Fintype.card n * t := by
  have h : (A * B) i j - spamm t A B i j =
      ∑ k, (A i k * B k j - if t ≤ ‖A i k‖ * ‖B k j‖ then A i k * B k j else 0) := by
    simp only [Matrix.mul_apply, spamm, Matrix.of_apply, Finset.sum_sub_distrib]
  rw [h]
  calc _ ≤ ∑ _k : n, t := by
        refine norm_sum_le_of_le _ fun k _ => ?_
        split_ifs with hk
        · simpa using ht
        · -- a dropped term is smaller than the threshold
          rw [sub_zero]
          exact (norm_mul_le _ _).trans (not_le.mp hk).le
    _ = Fintype.card n * t := by simp
```

A Lean theorem lists its hypotheses in brackets, then gives the statement after the colon and the proof after `:=`. Here the hypothesis `ht` is $t\ge 0$, and the statement is
$$\|(AB)_{ij}-S_{ij}\|\le nt .$$

By hand, write the difference as one sum:
$$(AB)_{ij}-S_{ij}=\sum_k\left(A_{ik}B_{kj}-s_{ikj}\right).$$
If the triple was kept, the term is zero, and its norm is at most $t$ because $t\ge0$. If it was dropped, the term is $A_{ik}B_{kj}$, and
$$\|A_{ik}B_{kj}\|\le\|A_{ik}\|\,\|B_{kj}\|<t.$$
The triangle inequality adds $n$ such bounds and gives $nt$.

The proof has the same shape. The intermediate statement `h` is the single-sum form of the difference. The `calc` block is a chain of relations, as one would write them down the page. Its first link uses `norm_sum_le_of_le`, the triangle inequality combined with a bound on each term, and `split_ifs` separates the kept case from the dropped one. The inequality for the norm of a product is `norm_mul_le`.

## Counting the surviving terms

```lean
/-- For a nonnegative threshold `t`, the number of kept triples times `t²` is at most the sum
over the contracted index of the column weight of `A` times the row weight of `B`. -/
theorem card_kept_mul_sq_le {t : ℝ} (ht : 0 ≤ t) (A B : Matrix n n R) :
    ((kept t A B).card : ℝ) * t ^ 2 ≤
      ∑ k, (∑ i, ‖A i k‖ ^ 2) * (∑ j, ‖B k j‖ ^ 2) := by
  calc ((kept t A B).card : ℝ) * t ^ 2 = ∑ _p ∈ kept t A B, t ^ 2 := by simp
    _ ≤ ∑ p ∈ kept t A B, (‖A p.1 p.2.1‖ * ‖B p.2.1 p.2.2‖) ^ 2 :=
        -- every kept triple carries a weight of at least t²
        Finset.sum_le_sum fun p hp => pow_le_pow_left₀ ht (Finset.mem_filter.mp hp).2 2
    _ ≤ ∑ p : n × n × n, (‖A p.1 p.2.1‖ * ‖B p.2.1 p.2.2‖) ^ 2 :=
        Finset.sum_le_sum_of_subset_of_nonneg (Finset.subset_univ _)
          (fun _ _ _ => sq_nonneg _)
    _ = ∑ k, (∑ i, ‖A i k‖ ^ 2) * (∑ j, ‖B k j‖ ^ 2) := by
        simp only [Fintype.sum_prod_type, mul_pow, Finset.sum_mul_sum]
        exact Finset.sum_comm
```

Let $N$ be the number of kept triples. Define the column weight of $A$ and the row weight of $B$ at the contracted index $k$:
$$c_k=\sum_i\|A_{ik}\|^2,\qquad r_k=\sum_j\|B_{kj}\|^2 .$$
The theorem says $N t^2\le\sum_k c_k r_k$.

Every kept triple has $\|A_{ik}\|\,\|B_{kj}\|\ge t\ge 0$, so its square is at least $t^2$. Hence
$$N t^2\le\sum_{\text{kept}}\|A_{ik}\|^2\|B_{kj}\|^2\le\sum_{i,k,j}\|A_{ik}\|^2\|B_{kj}\|^2=\sum_k c_k r_k .$$
The second inequality only adds nonnegative terms. The equality holds because, at fixed $k$, the sums over $i$ and $j$ are independent.

The four links of the `calc` block are these steps, preceded by writing $Nt^2$ as a sum of $t^2$ over the kept triples. At the end, `Finset.sum_mul_sum` expands the product of the two sums into a double sum and `Finset.sum_comm` exchanges the order of summation.

```lean
/-- Accuracy and cost of the screened product at a threshold `t > 0`: each entry of the product
changes by at most `n t`, and the number of kept triples is at most the product of the two total
squared norms divided by `t²`. -/
theorem spamm_error_and_cost {t : ℝ} (ht : 0 < t) (A B : Matrix n n R) :
    (∀ i j, ‖(A * B) i j - spamm t A B i j‖ ≤ Fintype.card n * t) ∧
    ((kept t A B).card : ℝ) ≤
      (∑ i, ∑ k, ‖A i k‖ ^ 2) * (∑ k, ∑ j, ‖B k j‖ ^ 2) / t ^ 2 := by
  refine ⟨entry_error_le ht.le A B, ?_⟩
  rw [le_div_iff₀ (pow_pos ht 2)]
  refine (card_kept_mul_sq_le ht.le A B).trans ?_
  have hA : ∑ k, ∑ i, ‖A i k‖ ^ 2 = ∑ i, ∑ k, ‖A i k‖ ^ 2 := Finset.sum_comm
  rw [← hA, Finset.sum_mul]
  -- one row weight of B is at most the total weight
  refine Finset.sum_le_sum fun k _ => mul_le_mul_of_nonneg_left ?_ (by positivity)
  exact Finset.single_le_sum (f := fun k => ∑ j, ‖B k j‖ ^ 2)
    (fun _ _ => by positivity) (Finset.mem_univ k)
```

This theorem puts error and cost side by side, joined by `∧`, which means "and". The hypothesis is now $t>0$, since the count is divided by $t^2$:
$$N\le\frac{\left(\sum_{i,k}\|A_{ik}\|^2\right)\left(\sum_{k,j}\|B_{kj}\|^2\right)}{t^2}.$$
For numerical entries the two factors are the squared Frobenius norms of $A$ and $B$.

The only new step is that one row weight is at most the sum of all of them, $r_k\le\sum_l r_l$. Therefore
$$N t^2\le\sum_k c_k r_k\le\Big(\sum_k c_k\Big)\Big(\sum_l r_l\Big),$$
and division by $t^2$ finishes the argument. In the proof, the angle brackets supply the error bound already established and leave the count as the remaining goal, marked `?_`. The line with `le_div_iff₀` moves $t^2$ to the left-hand side, and `Finset.single_le_sum` compares one row weight with the total.

## A case where the errors add up

```lean
/-- If all entries of both real matrices equal `a` and `a²` lies below the threshold, then
screening changes each entry of the product by exactly `n a²`. -/
theorem constant_matrix_error {t a : ℝ} (h : a ^ 2 < t) (i j : n) :
    ((Matrix.of fun _ _ : n => a) * (Matrix.of fun _ _ : n => a)) i j -
      spamm t (Matrix.of fun _ _ : n => a) (Matrix.of fun _ _ : n => a) i j =
      Fintype.card n * a ^ 2 := by
  have h' : ¬ t ≤ ‖a‖ * ‖a‖ := by
    rw [Real.norm_eq_abs, abs_mul_abs_self]
    exact not_le.mpr (by nlinarith)
  -- every term is dropped
  have hs : spamm t (Matrix.of fun _ _ : n => a) (Matrix.of fun _ _ : n => a) i j = 0 := by
    change (∑ _k : n, if t ≤ ‖a‖ * ‖a‖ then a * a else 0) = 0
    exact Finset.sum_eq_zero fun _ _ => if_neg h'
  rw [hs, sub_zero, Matrix.mul_apply]
  simp only [Matrix.of_apply, Finset.sum_const, Finset.card_univ, nsmul_eq_mul]
  ring
```

Take two real matrices with every entry equal to $a$, and suppose $a^2<t$. Every term is dropped, so the screened product is zero. The true entry is $\sum_k a\cdot a=na^2$, and this is the whole error. Choosing $a^2$ just below $t$ brings the error as close to $nt$ as desired, so the factor $n$ in the general bound reflects something that does occur: many small omissions of the same sign.

In the proof, `h'` states that the test fails, `hs` concludes that the screened entry vanishes, and the remaining lines evaluate the constant sum.

## When the count grows linearly

```lean
/-- Linear scaling: if the squared norms in each row sum to at most `a` for `A` and at most `b`
for `B`, then at a threshold `t > 0` at most `n a b / t²` triples are kept. -/
theorem card_kept_le_linear {t a b : ℝ} (ht : 0 < t) (A B : Matrix n n R)
    (hA : ∀ i, ∑ k, ‖A i k‖ ^ 2 ≤ a) (hB : ∀ k, ∑ j, ‖B k j‖ ^ 2 ≤ b) :
    ((kept t A B).card : ℝ) ≤ Fintype.card n * a * b / t ^ 2 := by
  rw [le_div_iff₀ (pow_pos ht 2)]
  calc _ ≤ ∑ k, (∑ i, ‖A i k‖ ^ 2) * (∑ j, ‖B k j‖ ^ 2) := card_kept_mul_sq_le ht.le A B
    _ ≤ ∑ k, (∑ i, ‖A i k‖ ^ 2) * b :=
        Finset.sum_le_sum fun k _ => mul_le_mul_of_nonneg_left (hB k) (by positivity)
    _ = ∑ i, (∑ k, ‖A i k‖ ^ 2) * b := by
        rw [← Finset.sum_mul, ← Finset.sum_mul]
        congr 1
        exact Finset.sum_comm
    _ ≤ ∑ _i : n, a * b := by
        refine Finset.sum_le_sum fun i _ => mul_le_mul_of_nonneg_right (hA i) ?_
        exact le_trans (by positivity) (hB i)
    _ = Fintype.card n * a * b := by
        simp only [Finset.sum_const, Finset.card_univ, nsmul_eq_mul]
        ring
```

For matrices whose row weights stay bounded as the system grows, the total squared norm can be proportional to $n$. The previous bound on the count then grows as $n^2$. Using the row bounds directly does better. The hypotheses `hA` and `hB` say that every row weight of $A$ is at most $a$ and every row weight of $B$ is at most $b$. The conclusion is
$$N\le\frac{n\,a\,b}{t^2}.$$

Start again from $\sum_k c_k r_k$ and replace each $r_k$ by $b$:
$$\sum_k c_k r_k\le b\sum_k c_k=b\sum_i\sum_k\|A_{ik}\|^2\le b\sum_i a=nab .$$
The middle equality is the important one: the sum of all column weights of $A$ equals the sum of all its row weights, so no separate bound on the columns is needed. The `calc` block follows this line from left to right.

The growth is linear when $a$, $b$ and $t$ are held fixed. If $t$ is reduced as $1/n$ to keep the error bound $nt$ constant, the bound on the count grows as $n^3$, like the total number of triples.

## Density matrices

```lean
/-- In each row of a Hermitian idempotent density matrix the squared moduli sum to at
most one. -/
theorem density_row_le_one {P : Matrix n n ℂ} (hH : P.IsHermitian) (hP : P * P = P) (i : n) :
    ∑ j, ‖P i j‖ ^ 2 ≤ 1 := by
  -- idempotency turns the row weight into the diagonal element
  have h : ∑ j, ‖P i j‖ ^ 2 = (P i i).re := by
    have h1 := congrArg Complex.re (congrFun (congrFun hP i) i)
    rw [Matrix.mul_apply, Complex.re_sum] at h1
    rw [← h1]
    refine Finset.sum_congr rfl fun j _ => ?_
    rw [← hH.apply j i, Complex.sq_norm, Complex.normSq_apply]
    simp [Complex.mul_re]
  have h2 : ‖P i i‖ ^ 2 ≤ ∑ j, ‖P i j‖ ^ 2 :=
    Finset.single_le_sum (f := fun j => ‖P i j‖ ^ 2)
      (fun _ _ => sq_nonneg _) (Finset.mem_univ i)
  have h3 : (P i i).re ≤ ‖P i i‖ := Complex.re_le_norm _
  nlinarith [sq_nonneg (‖P i i‖ - 1)]
```

The entries are now complex numbers. `P.IsHermitian` means $P^\dagger=P$, and `P * P = P` is idempotency. Together they describe the one-particle density matrix of a single determinant in an orthonormal basis, with each spin orbital either occupied or empty. Fractional occupations are not covered, and neither are the iterates of a purification before it has converged, which are in general not yet idempotent. For a Hermitian matrix with all eigenvalues between $0$ and $1$ the same row bound holds, because the weight of row $i$ is $(P^2)_{ii}\le1$, but that extension is not proved in the Lean code here.

Let $w=\sum_j|P_{ij}|^2$ be the weight of row $i$. Hermiticity gives $|P_{ij}|^2=P_{ij}P_{ji}$, so
$$w=\sum_j P_{ij}P_{ji}=(P^2)_{ii}=P_{ii}.$$
Put $x=|P_{ii}|$. Since $x^2$ is one of the terms in $w$, and a real part never exceeds the modulus, $x^2\le w\le x$. From $(x-1)^2\ge0$ we get $2x\le x^2+1$, hence
$$2w\le 2x\le x^2+1\le w+1,$$
and so $w\le1$.

In Lean, `h` is the identity between the row weight and the real part of the diagonal element, while `h2` and `h3` are the two inequalities around $w$. The tactic `nlinarith` combines them with the square it is given, $(x-1)^2\ge0$.

```lean
/-- Squaring a Hermitian idempotent `n × n` density matrix by the screened product at a threshold
`t > 0` keeps at most `n / t²` triples. -/
theorem density_square_cost {t : ℝ} (ht : 0 < t) {P : Matrix n n ℂ}
    (hH : P.IsHermitian) (hP : P * P = P) :
    ((kept t P P).card : ℝ) ≤ Fintype.card n / t ^ 2 := by
  simpa only [mul_one] using
    card_kept_le_linear ht P P (density_row_le_one hH hP) (density_row_le_one hH hP)
```

Setting $A=B=P$ and $a=b=1$ in the linear bound gives $N\le n/t^2$. For the density matrix of a single determinant in an orthonormal basis of spin orbitals, the multiplications left in forming $P^2$ at fixed $t$ therefore grow at most linearly with the basis. The bound improves on the full count $n^3$ only once $n>1/t$, so for a tight threshold it speaks about very large systems.

Hermiticity matters here. The matrix
$$Q=\begin{pmatrix}1&2\\0&0\end{pmatrix}$$
satisfies $Q^2=Q$ but is not Hermitian, and its first row has weight $5$. Number the rows and columns from $0$, as Lean does, and take $t=2$. The triple $(0,0,1)$ is kept, because $|Q_{00}||Q_{01}|=2$, and it is the only one. The count is $1$, whereas $n/t^2=1/2$. Idempotent matrices that are not Hermitian arise in a non-orthogonal basis, as products of density and overlap matrices. The matrix $Q$ itself is such a product only if the two basis functions have different norms.

```lean
/-- The 2 × 2 matrix with all entries one half is Hermitian and idempotent. -/
theorem density_witness :
    (!![1/2, 1/2; 1/2, 1/2] : Matrix (Fin 2) (Fin 2) ℂ).IsHermitian ∧
    (!![1/2, 1/2; 1/2, 1/2] : Matrix (Fin 2) (Fin 2) ℂ) * !![1/2, 1/2; 1/2, 1/2] =
      !![1/2, 1/2; 1/2, 1/2] := by
  constructor
  · refine Matrix.IsHermitian.ext fun i j => ?_
    fin_cases i <;> fin_cases j <;> simp
  · ext i j
    fin_cases i <;> fin_cases j <;> simp [Matrix.mul_apply, Fin.sum_univ_succ] <;> norm_num

end

end SpAMM
```

The notation `!![1/2, 1/2; 1/2, 1/2]` lists a matrix row by row, and `Fin 2` is the index set $\{0,1\}$. This matrix projects onto the normalised vector $(1,1)/\sqrt2$: one electron in the bonding combination of two orthonormal orbitals. It meets both conditions of the preceding theorem and has nonzero off-diagonal entries. The proof uses `fin_cases` to go through the four entries and checks each by arithmetic.

Every product of two entries is $1/4$. At $t=1/4$ all eight triples are kept, against a bound of $32$. At any larger threshold none is kept, and each entry of the square is wrong by its full value, $1/2$.

```lean
#print axioms SpAMM.entry_error_le
-- 'SpAMM.entry_error_le' depends on axioms: [propext, Classical.choice, Quot.sound]
#print axioms SpAMM.spamm_error_and_cost
-- 'SpAMM.spamm_error_and_cost' depends on axioms: [propext, Classical.choice, Quot.sound]
#print axioms SpAMM.constant_matrix_error
-- 'SpAMM.constant_matrix_error' depends on axioms: [propext, Classical.choice, Quot.sound]
#print axioms SpAMM.density_square_cost
-- 'SpAMM.density_square_cost' depends on axioms: [propext, Classical.choice, Quot.sound]
```
